# The semiclassical count of free-particle radial nodes in a sphere, summed over angular channels with their degeneracy, is $2(kR)^3/(9\pi)$

In an augmented plane-wave calculation, local orbitals at high energies add radial functions with more and more nodes inside an atomic sphere. Higher wave numbers add nodes in each angular channel and also open new channels. How does the total grow with the wave number $k$ and the sphere radius $R$?

The model here is a free particle, with constant potential inside the sphere, treated semiclassically.

In Lean 4 with Mathlib:

```lean
import Mathlib

open Real Set

namespace SemiclassicalNodeCount

noncomputable section
```

## Nodes in one channel

Let $l$ be the angular momentum in units of $\hbar$. At radius $r$ the radial wave number is $\sqrt{k^2-l^2/r^2}$, which is real beyond the turning point $r=l/k$. Each phase advance of $\pi$ counts as one node, so

$$N_l=\frac1\pi\int_{l/k}^{R}\sqrt{k^2-\frac{l^2}{r^2}}\,dr .$$

This is `radialNodes k R l`. It is a real number, not an integer, and carries no boundary phase correction.

```lean
/-- Semiclassical number of radial nodes in channel `l` at wave number `k` in a sphere of
radius `R`: the radial phase from the turning point `l / k` to `R`, divided by `π`.
The domain is `k > 0` and `0 ≤ l ≤ k * R`. -/
def radialNodes (k R l : ℝ) : ℝ :=
  (1 / π) * ∫ r in (l / k)..R, √(k ^ 2 - l ^ 2 / r ^ 2)
```

Channels are open for $0\le l\le kR$. The sum over them is replaced by an integral over real $l$. If $l$ stands for the quantum number plus one half, the usual degeneracy is exactly $2l$; spin is not counted. Thus `nodeCount k R` is $\int_0^{kR}2l\,N_l\,dl$.

```lean
/-- Radial nodes summed over the angular channels `0 ≤ l ≤ k * R`, with `l` continuous and
degeneracy `2 * l`. The domain is `k > 0` and `R > 0`. -/
def nodeCount (k R : ℝ) : ℝ :=
  ∫ l in (0 : ℝ)..(k * R), 2 * l * radialNodes k R l
```

Put $s=kr$. Then $dr=ds/k$ and $\sqrt{k^2-l^2/r^2}=k\sqrt{1-l^2/s^2}$, so the factors of $k$ cancel:

$$N_l=\frac1\pi\int_l^{kR}\sqrt{1-\frac{l^2}{s^2}}\,ds .$$

The proof applies Mathlib's substitution rule and then compares the integrands pointwise.

```lean
/-- In the dimensionless radius `s = k * r`, the node number of a channel depends on `k` and `R`
only through the product `k * R`. -/
theorem radialNodes_scaling {k : ℝ} (hk : 0 < k) (R l : ℝ) :
    radialNodes k R l = (1 / π) * ∫ s in l..(k * R), √(1 - l ^ 2 / s ^ 2) := by
  have h := intervalIntegral.smul_integral_comp_mul_left (a := l / k) (b := R)
    (fun s : ℝ => √(1 - l ^ 2 / s ^ 2)) k
  rw [show k * (l / k) = l by field_simp] at h
  unfold radialNodes
  rw [← h, smul_eq_mul, ← intervalIntegral.integral_const_mul k]
  congr 1
  apply intervalIntegral.integral_congr
  intro r _
  show √(k ^ 2 - l ^ 2 / r ^ 2) = k * √(1 - l ^ 2 / (k * r) ^ 2)
  have e : k ^ 2 - l ^ 2 / r ^ 2 = k ^ 2 * (1 - l ^ 2 / (k * r) ^ 2) := by
    rcases eq_or_ne r 0 with rfl | hr
    · simp
    · field_simp
  rw [e, Real.sqrt_mul (sq_nonneg k), Real.sqrt_sq hk.le]
```

Write $x=kR$ and $w=\sqrt{1-l^2/s^2}$. An antiderivative of $w$ in $s$ is $F(s)=\sqrt{s^2-l^2}-l\arccos(l/s)$. Since $\sqrt{s^2-l^2}=sw$,

$$F'(s)=\frac1w-\frac{l^2}{s^2w}=\frac{1-l^2/s^2}{w}=w,$$

and $F(l)=0$. The separate terms of $F'$ diverge at the turning point, so the proof differentiates only for $l<s<x$ and uses continuity at the endpoints. The local statement `alg` is the algebra displayed above.

```lean
/-- The radial phase between the turning point `l` and the dimensionless radius `x`,
in closed form. -/
theorem radial_phase {l x : ℝ} (hl : 0 < l) (hlx : l ≤ x) :
    ∫ s in l..x, √(1 - l ^ 2 / s ^ 2) = √(x ^ 2 - l ^ 2) - l * arccos (l / x) := by
  have hne : ∀ s ∈ Icc l x, s ≠ 0 := fun s hs => (hl.trans_le hs.1).ne'
  have hc : ContinuousOn (fun s : ℝ => √(s ^ 2 - l ^ 2) - l * arccos (l / s)) (Icc l x) :=
    (Continuous.continuousOn (by fun_prop)).sub (continuousOn_const.mul
      (Real.continuous_arccos.comp_continuousOn (continuousOn_const.div continuousOn_id hne)))
  have hi : ContinuousOn (fun s : ℝ => √(1 - l ^ 2 / s ^ 2)) (Icc l x) :=
    Real.continuous_sqrt.comp_continuousOn (continuousOn_const.sub
      (continuousOn_const.div (continuous_pow 2).continuousOn
        (fun s hs => pow_ne_zero 2 (hne s hs))))
  rw [intervalIntegral.integral_eq_sub_of_hasDerivAt_of_le hlx hc ?_
    (hi.intervalIntegrable_of_Icc hlx)]
  · simp [hl.ne']
  · intro s hs
    have hs0 : 0 < s := hl.trans hs.1
    have hpos : 0 < s ^ 2 - l ^ 2 := by nlinarith [hs.1]
    have e : s ^ 2 - l ^ 2 = s ^ 2 * (1 - l ^ 2 / s ^ 2) := by field_simp
    have hu : 0 < 1 - l ^ 2 / s ^ 2 := by
      rw [e] at hpos
      exact pos_of_mul_pos_right hpos (sq_nonneg s)
    have hlt : l / s < 1 := (div_lt_one hs0).mpr hs.1
    have hgt : 0 < l / s := div_pos hl hs0
    have dsq : HasDerivAt (fun t : ℝ => t ^ 2) (2 * s) s := by simpa using hasDerivAt_pow 2 s
    have d1 : HasDerivAt (fun t : ℝ => √(t ^ 2 - l ^ 2)) (2 * s / (2 * √(s ^ 2 - l ^ 2))) s :=
      (dsq.sub_const (l ^ 2)).sqrt hpos.ne'
    have dq : HasDerivAt (fun t : ℝ => l / t) (-l / s ^ 2) s :=
      ((hasDerivAt_const s l).fun_div (hasDerivAt_id' s) hs0.ne').congr_deriv (by ring)
    have d2 : HasDerivAt (fun t : ℝ => arccos (l / t))
        (-(1 / √(1 - (l / s) ^ 2)) * (-l / s ^ 2)) s :=
      (Real.hasDerivAt_arccos (by linarith) hlt.ne).comp s dq
    refine (d1.fun_sub (d2.const_mul l)).congr_deriv ?_
    -- both square roots are expressed through the reduced radial wave number
    rw [e, Real.sqrt_mul (sq_nonneg s), Real.sqrt_sq hs0.le, div_pow]
    have alg : ∀ w : ℝ, 0 < w → w * w = 1 - l ^ 2 / s ^ 2 →
        2 * s / (2 * (s * w)) - l * (-(1 / w) * (-l / s ^ 2)) = w := by
      intro w hw h
      linear_combination (norm := (field_simp; ring)) (-(1 / w)) * h
    exact alg _ (Real.sqrt_pos.mpr hu) (Real.mul_self_sqrt hu.le)
```

Together the last two results give, for $0<l\le kR$,

$$N_l=\frac1\pi\left(\sqrt{x^2-l^2}-l\arccos\frac lx\right).$$

At $l=kR$ the turning point reaches the surface and $N_l=0$. As $l\to0$, $N_l\to kR/\pi$, the number of half wavelengths along the radius.

```lean
/-- Closed form of the semiclassical node number in a channel whose turning point lies
inside the sphere. -/
theorem radialNodes_eq {k R l : ℝ} (hk : 0 < k) (hl : 0 < l) (hlR : l ≤ k * R) :
    radialNodes k R l = (1 / π) * (√((k * R) ^ 2 - l ^ 2) - l * arccos (l / (k * R))) := by
  rw [radialNodes_scaling hk, radial_phase hl hlR]
```

## Summing shell by shell

The total is an integral over the triangle $0<l<s<x$. Take $l$ first, at fixed $s$. With $u=1-l^2/s^2$,

$$\frac{d}{dl}\left(-\tfrac23s^2u^{3/2}\right)=-s^2u^{1/2}\left(-\frac{2l}{s^2}\right)=2l\sqrt u .$$

The antiderivative is $0$ at $l=s$ and $-\tfrac23s^2$ at $l=0$, so the integral is $\tfrac23s^2$. The code writes $u^{3/2}$ as $u\sqrt u$.

```lean
/-- At fixed dimensionless radius `s`, the reduced radial wave number summed over the open
channels with degeneracy `2 * l` is `2 / 3 * s ^ 2`. -/
theorem shell_sum {s : ℝ} (hs : 0 < s) :
    ∫ l in (0 : ℝ)..s, 2 * l * √(1 - l ^ 2 / s ^ 2) = 2 / 3 * s ^ 2 := by
  have hc : Continuous (fun l : ℝ =>
      -(2 / 3) * s ^ 2 * ((1 - l ^ 2 / s ^ 2) * √(1 - l ^ 2 / s ^ 2))) := by fun_prop
  have hi : Continuous (fun l : ℝ => 2 * l * √(1 - l ^ 2 / s ^ 2)) := by fun_prop
  rw [intervalIntegral.integral_eq_sub_of_hasDerivAt_of_le hs.le hc.continuousOn ?_
    (hi.intervalIntegrable 0 s)]
  · simp [hs.ne']
  · intro l hl
    have hu : 0 < 1 - l ^ 2 / s ^ 2 := by
      rw [sub_pos, div_lt_one (by positivity)]
      nlinarith [hl.1, hl.2]
    have dsq : HasDerivAt (fun t : ℝ => t ^ 2) (2 * l) l := by simpa using hasDerivAt_pow 2 l
    have du : HasDerivAt (fun t : ℝ => 1 - t ^ 2 / s ^ 2) (-(2 * l / s ^ 2)) l :=
      (dsq.div_const (s ^ 2)).const_sub 1
    refine ((du.fun_mul (du.sqrt hu.ne')).const_mul (-(2 / 3) * s ^ 2)).congr_deriv ?_
    have alg : ∀ u w : ℝ, 0 < w → w * w = u → -(2 / 3) * s ^ 2 *
        (-(2 * l / s ^ 2) * w + u * (-(2 * l / s ^ 2) / (2 * w))) = 2 * l * w := by
      rintro u w hw rfl
      field_simp
      ring
    exact alg _ _ (Real.sqrt_pos.mpr hu) (Real.mul_self_sqrt hu.le)
```

Integrating over $s$ gives

$$\frac1\pi\int_0^x\tfrac23s^2\,ds=\frac{2x^3}{9\pi}.$$

The proof treats $s=0$ separately, where both integrands vanish.

```lean
/-- The node count taken shell by shell: channels are summed at each dimensionless radius `s`
first, and the result is integrated up to `x`. -/
theorem shell_count {x : ℝ} (hx : 0 < x) :
    (1 / π) * ∫ s in (0 : ℝ)..x, ∫ l in (0 : ℝ)..s, 2 * l * √(1 - l ^ 2 / s ^ 2)
      = 2 * x ^ 3 / (9 * π) := by
  have h : ∫ s in (0 : ℝ)..x, ∫ l in (0 : ℝ)..s, 2 * l * √(1 - l ^ 2 / s ^ 2)
      = ∫ s in (0 : ℝ)..x, 2 / 3 * s ^ 2 := by
    apply intervalIntegral.integral_congr
    intro s hs
    rw [uIcc_of_le hx.le] at hs
    rcases hs.1.eq_or_lt with h0 | h0
    · subst h0
      simp
    · exact shell_sum h0
  rw [h, intervalIntegral.integral_const_mul, integral_pow]
  norm_num
  field_simp
  ring
```

## Summing channel by channel

`nodeCount` takes the integrals in the other order. The proof does not exchange them, but integrates the closed form directly. Let $q=\sqrt{x^2-l^2}$ and

$$H(l)=\left(\tfrac89l^2-\tfrac29x^2\right)q-\tfrac23l^3\arccos\frac lx .$$

Using $q'=-l/q$ and $\frac{d}{dl}\arccos(l/x)=-1/q$,

$$H'(l)=\tfrac{16}9lq+\frac lq\cdot\tfrac29(x^2-l^2)-2l^2\arccos\frac lx=2l\left(q-l\arccos\frac lx\right).$$

Since $H(x)=0$ and $H(0)=-\tfrac29x^3$, the integral is $\tfrac29x^3$.

```lean
/-- The closed-form radial phases, summed over all channels with degeneracy `2 * l`,
give `2 / 9 * x ^ 3`. -/
theorem channel_sum {x : ℝ} (hx : 0 < x) :
    ∫ l in (0 : ℝ)..x, 2 * l * (√(x ^ 2 - l ^ 2) - l * arccos (l / x)) = 2 / 9 * x ^ 3 := by
  have hA : Continuous (fun t : ℝ => arccos (t / x)) :=
    Real.continuous_arccos.comp (continuous_id.div_const x)
  have hW : Continuous (fun t : ℝ => √(x ^ 2 - t ^ 2)) := by fun_prop
  have hc : Continuous (fun t : ℝ => (8 / 9 * t ^ 2 - 2 / 9 * x ^ 2) * √(x ^ 2 - t ^ 2)
      - 2 / 3 * (t ^ 3 * arccos (t / x))) :=
    (Continuous.mul (by fun_prop) hW).sub (continuous_const.mul ((continuous_pow 3).mul hA))
  have hi : Continuous (fun t : ℝ => 2 * t * (√(x ^ 2 - t ^ 2) - t * arccos (t / x))) :=
    (continuous_const.mul continuous_id).mul (hW.sub (continuous_id.mul hA))
  rw [intervalIntegral.integral_eq_sub_of_hasDerivAt_of_le hx.le hc.continuousOn ?_
    (hi.intervalIntegrable 0 x)]
  · have a : √(x ^ 2 - x ^ 2) = 0 := by simp
    have b : arccos (x / x) = 0 := by rw [div_self hx.ne', Real.arccos_one]
    have c : √(x ^ 2 - 0 ^ 2) = x := by
      rw [show x ^ 2 - 0 ^ 2 = x ^ 2 by ring, Real.sqrt_sq hx.le]
    rw [a, b, c]
    ring
  · intro l hl
    have hpos : 0 < x ^ 2 - l ^ 2 := by nlinarith [hl.1, hl.2]
    have e : x ^ 2 - l ^ 2 = x ^ 2 * (1 - l ^ 2 / x ^ 2) := by field_simp
    have hu : 0 < 1 - l ^ 2 / x ^ 2 := by
      rw [e] at hpos
      exact pos_of_mul_pos_right hpos (sq_nonneg x)
    have hlt : l / x < 1 := (div_lt_one hx).mpr hl.2
    have hgt : 0 < l / x := div_pos hl.1 hx
    have dsq : HasDerivAt (fun t : ℝ => t ^ 2) (2 * l) l := by simpa using hasDerivAt_pow 2 l
    have dcu : HasDerivAt (fun t : ℝ => t ^ 3) (3 * l ^ 2) l := by
      simpa using hasDerivAt_pow 3 l
    have d1 : HasDerivAt (fun t : ℝ => √(x ^ 2 - t ^ 2))
        (-(2 * l) / (2 * √(x ^ 2 - l ^ 2))) l := (dsq.const_sub (x ^ 2)).sqrt hpos.ne'
    have d2 : HasDerivAt (fun t : ℝ => arccos (t / x))
        (-(1 / √(1 - (l / x) ^ 2)) * (1 / x)) l := by
      have dq : HasDerivAt (fun t : ℝ => t / x) (1 / x) l := (hasDerivAt_id' l).div_const x
      have h := (Real.hasDerivAt_arccos (by linarith) hlt.ne).comp l dq
      exact h
    have dp := (dsq.const_mul (8 / 9)).sub_const (2 / 9 * x ^ 2)
    refine ((dp.fun_mul d1).fun_sub ((dcu.fun_mul d2).const_mul (2 / 3))).congr_deriv ?_
    rw [e, Real.sqrt_mul (sq_nonneg x), Real.sqrt_sq hx.le, div_pow]
    have alg : ∀ v A : ℝ, 0 < v → v * v = 1 - l ^ 2 / x ^ 2 →
        8 / 9 * (2 * l) * (x * v) + (8 / 9 * l ^ 2 - 2 / 9 * x ^ 2) * (-(2 * l) / (2 * (x * v)))
          - 2 / 3 * (3 * l ^ 2 * A + l ^ 3 * (-(1 / v) * (1 / x)))
        = 2 * l * (x * v - l * A) := by
      intro v A hv h
      linear_combination (norm := (field_simp; ring)) (-(2 / 9) * l * x / v) * h
    exact alg _ _ (Real.sqrt_pos.mpr hu) (Real.mul_self_sqrt hu.le)
```

Dividing by $\pi$ gives the count for $k>0$ and $R>0$. The channel $l=0$, which the closed form excludes, has weight zero.

The condition $k>0$ matters. For $k=-1$, $R=1$, substituting $l=-m$ in the definition gives $+2/(9\pi)$, whereas the formula would give $-2/(9\pi)$.

```lean
/-- The semiclassical number of radial nodes, summed over angular channels with degeneracy
`2 * l`, is `2 * x ^ 3 / (9 * π)` with `x = k * R`. -/
theorem nodeCount_eq {k R : ℝ} (hk : 0 < k) (hR : 0 < R) :
    nodeCount k R = 2 * (k * R) ^ 3 / (9 * π) := by
  have hx : 0 < k * R := mul_pos hk hR
  have h : nodeCount k R = ∫ l in (0 : ℝ)..(k * R),
      (1 / π) * (2 * l * (√((k * R) ^ 2 - l ^ 2) - l * arccos (l / (k * R)))) := by
    apply intervalIntegral.integral_congr
    intro l hl
    rw [uIcc_of_le hx.le] at hl
    rcases hl.1.eq_or_lt with h0 | h0
    · subst h0
      simp
    · dsimp only
      rw [radialNodes_eq hk h0 hl.2]
      ring
  rw [h, intervalIntegral.integral_const_mul, channel_sum hx]
  field_simp
```

## The phase-space volume

The same number is the volume of the sphere times that of the ball of wave vectors up to $k$, in units of $(2\pi)^3$:

$$\frac{1}{(2\pi)^3}\cdot\frac{4\pi R^3}{3}\cdot\frac{4\pi k^3}{3}=\frac{2(kR)^3}{9\pi}.$$

```lean
/-- The node count equals the volume of the sphere times the volume of the ball of wave vectors
up to `k`, divided by `(2 * π) ^ 3`. -/
theorem nodeCount_eq_phaseSpace {k R : ℝ} (hk : 0 < k) (hR : 0 < R) :
    nodeCount k R = (4 / 3 * π * R ^ 3) * (4 / 3 * π * k ^ 3) / (2 * π) ^ 3 := by
  rw [nodeCount_eq hk hR]
  field_simp
  ring

end

end SemiclassicalNodeCount
```

This is the leading term in Weyl's law. The law itself concerns the asymptotic number of true eigenvalues, while the theorems here evaluate the semiclassical integral and do not bound its distance from an eigenvalue count. For high-energy local orbitals, this free-particle model suggests that the number of radial functions, counted with their angular degeneracy, scales as $(kR)^3$ if every open channel is filled up to wave number $k$. If the channels are instead capped at a fixed $l$, the number grows only linearly in $k$ at large $kR$.

```lean
#print axioms SemiclassicalNodeCount.shell_count
#print axioms SemiclassicalNodeCount.nodeCount_eq
#print axioms SemiclassicalNodeCount.nodeCount_eq_phaseSpace
```

```
'SemiclassicalNodeCount.shell_count' depends on axioms: [propext, Classical.choice, Quot.sound]
'SemiclassicalNodeCount.nodeCount_eq' depends on axioms: [propext, Classical.choice, Quot.sound]
'SemiclassicalNodeCount.nodeCount_eq_phaseSpace' depends on axioms: [propext, Classical.choice, Quot.sound]
```
